# The projectors on N − 1 orthonormal dark states of N molecules sum to the identity minus the projector on the uniform state

On a finite set of N molecules, take N − 1 orthonormal states whose complex amplitudes each sum to zero, so that each is orthogonal to the uniform vector. The theorem says that for any sites i and j, the sum over these dark states of the conjugate amplitude at i times the amplitude at j is δᵢⱼ − 1/N. The subtracted 1/N is the entry of the projector on the uniform vector; no Hamiltonian enters. The proof adjoins the unnormalised all-ones vector to the dark states, with the weight 1/N placed in a second, dual family, and so obtains two square matrices whose product is the identity. It then reverses the order of the product and reads off the entry at i, j.

The first attempt, which Lean rejects:

```lean
import Mathlib

open Finset

namespace DarkCompleteness

variable {ι κ : Type*} [Fintype ι] [Fintype κ] [DecidableEq ι] [DecidableEq κ]

/-- A dark basis: `N - 1` orthonormal states on `N` molecules, each orthogonal to the
uniform vector. -/
structure IsDarkBasis (d : κ → ι → ℂ) : Prop where
  card_eq : Fintype.card κ + 1 = Fintype.card ι
  orthonormal : ∀ k l, ∑ i, star (d k i) * d l i = if k = l then 1 else 0
  sum_zero : ∀ k, ∑ i, d k i = 0

/-- Completeness: the dark states resolve the identity on the sites up to the projector on the
uniform vector; every entry of this projector is `1/N`. -/
theorem dark_completeness {d : κ → ι → ℂ} (h : IsDarkBasis d) (i j : ι) :
    ∑ k, star (d k i) * d k j = (if i = j then 1 else 0) - 1 / (Fintype.card ι : ℂ) := by
  have hN : (Fintype.card ι : ℂ) ≠ 0 := by
    have := h.card_eq
    exact Nat.cast_ne_zero.mpr (by omega)
  obtain ⟨e⟩ : Nonempty (ι ≃ Option κ) :=
    ⟨Fintype.equivOfCardEq (by rw [Fintype.card_option]; exact h.card_eq.symm)⟩
  -- adjoin the uniform vector to the dark states
  let A : Option κ → ι → ℂ := fun o m => o.elim 1 (fun k => d k m)
  let B : Option κ → ι → ℂ :=
    fun o m => o.elim (1 / (Fintype.card ι : ℂ)) (fun k => star (d k m))
  have hAB : ∀ o p, ∑ m, A o m * B p m = if o = p then 1 else 0 := by
    rintro (_ | k) (_ | l)
    · simp [A, B, hN]
    · change ∑ m, (1 : ℂ) * star (d l m) = _
      simp only [one_mul]
      rw [← star_sum, h.sum_zero, star_zero]
      simp
    · change ∑ m, d k m * (1 / (Fintype.card ι : ℂ)) = _
      rw [← Finset.sum_mul, h.sum_zero]
      simp
    · change ∑ m, d k m * star (d l m) = _
      rw [Finset.sum_congr rfl (fun m _ => mul_comm (d k m) (star (d l m))),
        h.orthonormal l k]
      by_cases hkl : k = l
      · simp [hkl]
      · simp [hkl, Ne.symm hkl]
  have hM : (Matrix.of fun p m => A (e p) m) * (Matrix.of fun m p => B (e p) m) =
      (1 : Matrix ι ι ℂ) := by
    ext p q
    rw [Matrix.mul_apply, Matrix.one_apply]
    simp only [Matrix.of_apply]
    rw [hAB]
    simp
  -- a one-sided inverse of a square matrix is two-sided
  have h2 := congrFun (congrFun (mul_eq_one_comm.mp hM) i) j
  rw [Matrix.mul_apply, Matrix.one_apply] at h2
  simp only [Matrix.of_apply] at h2
  rw [Equiv.sum_comp e (fun o => B o i * A o j), Fintype.sum_option] at h2
  change 1 / (Fintype.card ι : ℂ) * 1 + ∑ k, star (d k i) * d k j = _ at h2
  linear_combination h2

end DarkCompleteness
```

Compiling this gives:

```
Main.lean:53:22: error: Application type mismatch: The argument
  congrFun (mul_eq_one_comm.mp ?m.376) i
has type
  (?m.373 * ?m.372) i = 1 i
but is expected to have type
  ?m.363 = ?m.364
in the application
  congrFun (congrFun (mul_eq_one_comm.mp ?m.376) i)
Main.lean:19:84: error: stuck at solving universe constraint
  ?u.223 + 1 =?= imax (u_1 + 1) ?u.221
while trying to unify
  Eq.{imax (u_1 + 1) ?u.221} (HMul.hMul.{?u.223, ?u.223, ?u.223} ?m.373 ?m.372) (OfNat.ofNat.{?u.223} 1) : Prop
with
  Eq.{?u.223 + 1} (HMul.hMul.{?u.223, ?u.223, ?u.223} ?m.373 ?m.372) (OfNat.ofNat.{?u.223} 1) : Prop
```

The mended proof, as a diff:

```diff
@@ -51,7 +51,7 @@
     simp
   -- a one-sided inverse of a square matrix is two-sided
-  have h2 := congrFun (congrFun (mul_eq_one_comm.mp hM) i) j
-  rw [Matrix.mul_apply, Matrix.one_apply] at h2
-  simp only [Matrix.of_apply] at h2
+  have hM' := mul_eq_one_comm.mp hM
+  have h2 := congrArg (fun M : Matrix ι ι ℂ => M i j) hM'
+  simp only [Matrix.mul_apply, Matrix.one_apply, Matrix.of_apply] at h2
   rw [Equiv.sum_comp e (fun o => B o i * A o j), Fintype.sum_option] at h2
   change 1 / (Fintype.card ι : ℂ) * 1 + ∑ k, star (d k i) * d k j = _ at h2
```

What went wrong. Both errors come from the line that defines `h2`. The first message shows `?m.376` where `hM` should stand: Lean had not yet used `hM` when it checked the nested `congrFun` calls. It therefore did not know that the equation was between matrices over `ι`, and had only a product `?m.373 * ?m.372` in an unknown type. `congrFun` needs an equation between functions, and to treat the unknown type as a function type Lean had to solve the universe equation in the second message, where it got stuck.

The repair first states `hM'` on its own, so `hM` fixes the type as `Matrix ι ι ℂ`. Then `congrArg`, with a function explicitly typed on such matrices, takes the entry at `i`, `j`, and no function type has to be guessed. The single `simp only` does the work of the former `rw` and `simp only`, expanding the entries of the product and the identity, and can also simplify the application of that function.
